# Two zero modes and the projected Dirac velocity in the four-site model of twisted bilayer graphene

## Sites, spinors and units

For j = 0, 1, 2 let n_j be the planar unit vector at angle 2πj/3, and let q_j be n_j turned by +90 degrees. With the Pauli matrices σ = (σ_x, σ_y) and real amplitudes u and w, define

N_j = n_j·σ, h_j = q_j·σ, T_j = u + w N_j.

The model has a centre site, a Dirac point of one layer, and three legs, the nearest momenta in the other layer. Each carries a two-component sublattice spinor. The 8×8 matrix H0 has centre block 0, leg blocks h_j, blocks T_j in the centre row and blocks T_jᴴ in the centre column. A small momentum k = (x, y) adds K = k·σ on every site.

Setting |q_j| = 1 makes the distance between the two layers' Dirac points the unit of momentum, and the bare Dirac energy at that distance the unit of energy. In these units u is the tunnelling between like sublattices and w the tunnelling between unlike ones.

## The zero modes and their velocity

Let Ψ be the 8×2 matrix with centre block 1 and leg blocks −h_j T_j. Then

H0 Ψ = 0

ΨᴴΨ = 1 + 3(u² + w²)

Ψᴴ K Ψ = (1 − 3w²) k·σ.

The columns of Ψ are not normalised. Dividing Ψ by √(1 + 3(u² + w²)) turns the projection of H0 + K into v k·σ, with

v = (1 − 3w²) / (1 + 3(u² + w²)).

For u = w = α the two factors are 1 + 6α² and 1 − 3α².

## A check at the smallest momentum cut-off

A continuum-model code for twisted bilayer graphene, run for one valley and one spin, truncated to these four sites and with the layers' relative spinor rotation switched off, should reproduce these numbers in the units above. At k = 0 it should find exactly two zero eigenvalues. An eigensolver returns an arbitrary orthonormal basis of that null space, so the quantity to compare is the pair of eigenvalues of K projected on it, which are ±v|k|. At α = 0.5 the value is v = 0.25/2.5 = 0.1.

## Derivation with Pauli products

Since n_j and q_j are perpendicular unit vectors,

N_j² = h_j² = 1, N_j h_j = −h_j N_j, h_j N_j = −iσ_z.

The three directions are (1, 0) and (−1/2, ±√3/2). They sum to zero, their squared components each sum to 3/2, and their mixed products sum to zero. The same holds for the q_j.

**Zero energy.** Leg row j of H0 Ψ is T_j − h_j h_j T_j = 0. The centre row is −Σ_j T_j h_j T_j, where

T_j h_j T_j = u² h_j + uw(N_j h_j + h_j N_j) + w² N_j h_j N_j = (u² − w²) h_j.

This sums to zero because Σ_j q_j = 0.

**Overlap.** The centre contributes 1, and leg j contributes

(h_j T_j)ᴴ h_j T_j = T_j² = u² + w² + 2uw N_j.

The N_j sum to zero, leaving 3(u² + w²) from the legs.

**Momentum term.** Write h_j T_j = u h_j − iwσ_z. Then

(h_j T_j)ᴴ K h_j T_j = u² h_j K h_j + iuw(σ_z K h_j − h_j K σ_z) + w² σ_z K σ_z.

The middle term is linear in h_j and sums to zero. The last is −w² K on each leg. For the first,

h_j K h_j = 2(q_j·k) h_j − K,

and the sum over legs is 2·(3/2) K − 3K = 0. The legs therefore give −3w² K, and the centre gives K.

**All zero modes.** If a vector with centre spinor a and leg spinors b_j has zero energy, its leg rows read T_j a + h_j b_j = 0. Multiplying by h_j gives b_j = −h_j T_j a, so the vector is Ψa. The centre block of Ψa is a itself, so the two columns of Ψ are independent and the null space has dimension exactly two.

**When q_j is not perpendicular to n_j.** Replace q_j by n_j, so that h_j = N_j. The leg rows still vanish, but T_j h_j T_j = (u² + w²) N_j + 2uw, and the centre row becomes −6uw. For u = w = 1 it is −6, and Ψ is no longer a zero mode.

## Lean source

```lean
import Mathlib

open Matrix
open Complex (I)

namespace TwistedBilayerTripod

noncomputable section

/-- Operators on the two sublattice components of one Dirac spinor. -/
abbrev Spin := Matrix (Fin 2) (Fin 2) ℂ

/-- The four momentum sites: the centre `none` and the three legs `some j`. -/
abbrev Site := Option (Fin 3)

/-- The planar Dirac matrix `x σ_x + y σ_y`. -/
def sigmaDot (x y : ℝ) : Spin := !![0, x - y * I; x + y * I, 0]

/-- First component of the unit vector `n_j` at angle `2πj/3`. -/
def nx (j : Fin 3) : ℝ := Real.cos (2 * Real.pi * ((j : ℕ) : ℝ) / 3)

/-- Second component of the unit vector `n_j` at angle `2πj/3`. -/
def ny (j : Fin 3) : ℝ := Real.sin (2 * Real.pi * ((j : ℕ) : ℝ) / 3)

/-- The leg Hamiltonian `h_j = q_j·σ`, with `q_j` the vector `n_j` turned by 90 degrees. -/
def legDirac (j : Fin 3) : Spin := sigmaDot (-ny j) (nx j)

/-- The interlayer tunnelling matrix `T_j = u + w n_j·σ`. -/
def tunnel (u w : ℝ) (j : Fin 3) : Spin := (u : ℂ) • 1 + (w : ℂ) • sigmaDot (nx j) (ny j)

/-- The 8×8 matrix with given 2×2 blocks. -/
def assemble (B : Site → Site → Spin) : Matrix (Site × Fin 2) (Site × Fin 2) ℂ :=
  Matrix.of fun p q => B p.1 q.1 p.2 q.2

/-- The 8×2 matrix with given 2×2 blocks. -/
def column (C : Site → Spin) : Matrix (Site × Fin 2) (Fin 2) ℂ :=
  Matrix.of fun p b => C p.1 p.2 b

/-- Blocks of the tripod Hamiltonian. -/
def tripodBlock (u w : ℝ) : Site → Site → Spin
  | none, none => 0
  | none, some j => tunnel u w j
  | some j, none => (tunnel u w j)ᴴ
  | some i, some j => if i = j then legDirac i else 0

/-- The eight-band Hamiltonian `H0` at the Dirac point. -/
def tripod (u w : ℝ) : Matrix (Site × Fin 2) (Site × Fin 2) ℂ := assemble (tripodBlock u w)

/-- The term `k·σ` acting on every site. -/
def momentumTerm (x y : ℝ) : Matrix (Site × Fin 2) (Site × Fin 2) ℂ :=
  assemble fun i j => if i = j then sigmaDot x y else 0

/-- Blocks `1` and `-h_j T_j` of the zero modes. -/
def zeroBlock (u w : ℝ) : Site → Spin
  | none => 1
  | some j => -(legDirac j * tunnel u w j)

/-- The 8×2 matrix `Ψ` whose columns have the blocks `1` and `-h_j T_j`. -/
def zeroMode (u w : ℝ) : Matrix (Site × Fin 2) (Fin 2) ℂ := column (zeroBlock u w)

/-- The ratio `(1 - 3w²) / (1 + 3(u² + w²))`, the Dirac velocity in units of the bare one. -/
def diracVelocity (u w : ℝ) : ℝ := (1 - 3 * w ^ 2) / (1 + 3 * (u ^ 2 + w ^ 2))

/-- Products of block matrices and block columns are sums over the sites. -/
theorem block_products (B : Site → Site → Spin) (C D : Site → Spin) :
    assemble B * column C = column (fun i => ∑ j, B i j * C j) ∧
    (column C)ᴴ * column D = ∑ i, (C i)ᴴ * D i := by
  constructor
  · ext ⟨i, a⟩ b
    simp only [assemble, column, Matrix.mul_apply, Matrix.of_apply, Fintype.sum_prod_type,
      Matrix.sum_apply]
  · ext a b
    simp only [column, Matrix.mul_apply, Matrix.of_apply, Fintype.sum_prod_type,
      Matrix.sum_apply, Matrix.conjTranspose_apply]

/-- The three directions are unit vectors with zero sum and isotropic second moments. -/
theorem star_directions :
    (∀ j, nx j ^ 2 + ny j ^ 2 = 1) ∧ ∑ j, nx j = 0 ∧ ∑ j, ny j = 0 ∧
    ∑ j, (nx j ^ 2 - ny j ^ 2) = 0 ∧ ∑ j, nx j * ny j = 0 := by
  have e1 : 2 * Real.pi * ((1 : ℕ) : ℝ) / 3 = Real.pi - Real.pi / 3 := by push_cast; ring
  have e2 : 2 * Real.pi * ((2 : ℕ) : ℝ) / 3 = Real.pi / 3 + Real.pi := by push_cast; ring
  have c0 : nx 0 = 1 := by simp [nx]
  have s0 : ny 0 = 0 := by simp [ny]
  have c1 : nx 1 = -(1 / 2) := by
    change Real.cos (2 * Real.pi * ((1 : ℕ) : ℝ) / 3) = _
    rw [e1, Real.cos_pi_sub, Real.cos_pi_div_three]
  have s1 : ny 1 = √3 / 2 := by
    change Real.sin (2 * Real.pi * ((1 : ℕ) : ℝ) / 3) = _
    rw [e1, Real.sin_pi_sub, Real.sin_pi_div_three]
  have c2 : nx 2 = -(1 / 2) := by
    change Real.cos (2 * Real.pi * ((2 : ℕ) : ℝ) / 3) = _
    rw [e2, Real.cos_add_pi, Real.cos_pi_div_three]
  have s2 : ny 2 = -(√3 / 2) := by
    change Real.sin (2 * Real.pi * ((2 : ℕ) : ℝ) / 3) = _
    rw [e2, Real.sin_add_pi, Real.sin_pi_div_three]
  have h3 : √3 ^ 2 = (3 : ℝ) := Real.sq_sqrt (by norm_num)
  refine ⟨fun j => Real.cos_sq_add_sin_sq _, ?_, ?_, ?_, ?_⟩ <;>
    simp only [Fin.sum_univ_three, c0, c1, c2, s0, s1, s2]
  · norm_num
  · ring
  · linear_combination (-1 / 2) * h3
  · ring

/-- Each tunnelling matrix is Hermitian and each leg Hamiltonian squares to one. -/
theorem leg_algebra (u w : ℝ) (j : Fin 3) :
    (tunnel u w j)ᴴ = tunnel u w j ∧ legDirac j * legDirac j = 1 := by
  have h := star_directions.1 j
  constructor <;> ext a b <;> fin_cases a <;> fin_cases b <;> apply Complex.ext <;>
    simp [tunnel, legDirac, sigmaDot, Matrix.mul_apply, Fin.sum_univ_two] <;>
    (first | ring1 | linear_combination h)

/-- The explicit matrix `h_j T_j`. -/
theorem leg_spinor (u w : ℝ) (j : Fin 3) :
    legDirac j * tunnel u w j =
      !![-(w * I), -(u * I * (nx j - ny j * I)); u * I * (nx j + ny j * I), w * I] := by
  have h := star_directions.1 j
  ext a b
  fin_cases a <;> fin_cases b <;> apply Complex.ext <;>
    simp [tunnel, legDirac, sigmaDot, Matrix.mul_apply, Fin.sum_univ_two, Matrix.one_apply] <;>
    (first | ring1 | linear_combination w * h | linear_combination -w * h)

/-- Sums over the three legs of `T_j h_j T_j`, of `(h_j T_j)ᴴ h_j T_j`, and of `k·σ` between
`(h_j T_j)ᴴ` and `h_j T_j`. -/
theorem leg_sums (u w x y : ℝ) :
    ∑ j, tunnel u w j * (legDirac j * tunnel u w j) = 0 ∧
    ∑ j, (legDirac j * tunnel u w j)ᴴ * (legDirac j * tunnel u w j) =
      ((3 * (u ^ 2 + w ^ 2) : ℝ) : ℂ) • (1 : Spin) ∧
    ∑ j, (legDirac j * tunnel u w j)ᴴ * (sigmaDot x y * (legDirac j * tunnel u w j)) =
      ((-3 * w ^ 2 : ℝ) : ℂ) • sigmaDot x y := by
  obtain ⟨h, hx, hy, hd, hp⟩ := star_directions
  have h0 := h 0
  have h1 := h 1
  have h2 := h 2
  simp only [Fin.sum_univ_three] at hx hy hd hp
  simp only [leg_spinor, Fin.sum_univ_three]
  -- compare real and imaginary parts of every entry
  refine ⟨?_, ?_, ?_⟩ <;> ext a b <;> fin_cases a <;> fin_cases b <;> apply Complex.ext <;>
    simp [tunnel, sigmaDot, Matrix.mul_apply, Fin.sum_univ_two, Matrix.one_apply, pow_two] <;>
    (first
      | ring1
      | linear_combination u * w * (h0 + h1 + h2)
      | linear_combination -u * w * (h0 + h1 + h2)
      | linear_combination (u ^ 2 - w ^ 2) * hx
      | linear_combination (w ^ 2 - u ^ 2) * hx
      | linear_combination (u ^ 2 - w ^ 2) * hy
      | linear_combination (w ^ 2 - u ^ 2) * hy
      | linear_combination u ^ 2 * (h0 + h1 + h2)
      | linear_combination 2 * u * w * hx
      | linear_combination 2 * u * w * hy
      | linear_combination -2 * u * w * hx
      | linear_combination -2 * u * w * hy
      | linear_combination -2 * u * w * (x * hx + y * hy)
      | linear_combination -u ^ 2 * x * hd - 2 * u ^ 2 * y * hp
      | linear_combination 2 * u ^ 2 * x * hp - u ^ 2 * y * hd
      | linear_combination u ^ 2 * y * hd - 2 * u ^ 2 * x * hp)

/-- The columns of `Ψ` are zero modes of `H0`, their overlap matrix is `1 + 3(u² + w²)`, and
`k·σ` between them is `(1 - 3w²) k·σ`. -/
theorem tripod_zeroMode (u w x y : ℝ) :
    tripod u w * zeroMode u w = 0 ∧
    (zeroMode u w)ᴴ * zeroMode u w = ((1 + 3 * (u ^ 2 + w ^ 2) : ℝ) : ℂ) • (1 : Spin) ∧
    (zeroMode u w)ᴴ * momentumTerm x y * zeroMode u w =
      ((1 - 3 * w ^ 2 : ℝ) : ℂ) • sigmaDot x y := by
  obtain ⟨s1, s2, s3⟩ := leg_sums u w x y
  refine ⟨?_, ?_, ?_⟩
  · have key : ∀ i, ∑ j, tripodBlock u w i j * zeroBlock u w j = 0 := by
      intro i
      rw [Fintype.sum_option]
      cases i with
      | none =>
        simp only [tripodBlock, zeroBlock, zero_mul, zero_add, mul_neg,
          Finset.sum_neg_distrib, neg_eq_zero]
        exact s1
      | some i =>
        simp only [tripodBlock, zeroBlock, mul_one, ite_mul, zero_mul, mul_neg,
          Finset.sum_neg_distrib, Finset.sum_ite_eq, Finset.mem_univ, if_true]
        rw [← mul_assoc, (leg_algebra u w i).2, one_mul, (leg_algebra u w i).1, add_neg_cancel]
    rw [tripod, zeroMode, (block_products _ _ (zeroBlock u w)).1]
    ext ⟨i, a⟩ b
    exact congrFun (congrFun (key i) a) b
  · rw [zeroMode, (block_products (tripodBlock u w) _ _).2, Fintype.sum_option]
    simp only [zeroBlock, conjTranspose_one, mul_one, conjTranspose_neg, neg_mul, mul_neg, neg_neg]
    rw [s2]
    push_cast
    module
  · rw [Matrix.mul_assoc, zeroMode, momentumTerm, (block_products _ _ (zeroBlock u w)).1,
      (block_products (tripodBlock u w) _ _).2]
    simp only [ite_mul, zero_mul, Finset.sum_ite_eq, Finset.mem_univ, if_true]
    rw [Fintype.sum_option]
    simp only [zeroBlock, conjTranspose_one, one_mul, mul_one, conjTranspose_neg, neg_mul,
      mul_neg, neg_neg]
    rw [s3]
    push_cast
    module

/-- A vector is annihilated by `H0` exactly when it is a combination of the columns of `Ψ`. -/
theorem tripod_kernel (u w : ℝ) (v : Site × Fin 2 → ℂ) :
    tripod u w *ᵥ v = 0 ↔ ∃ a : Fin 2 → ℂ, v = zeroMode u w *ᵥ a := by
  constructor
  · intro hv
    refine ⟨fun b => v (none, b), ?_⟩
    -- the leg rows of the eigenvalue equation
    have row : ∀ j, tunnel u w j *ᵥ (fun b => v (none, b)) +
        legDirac j *ᵥ (fun b => v (some j, b)) = 0 := by
      intro j
      ext a
      have e := congrFun hv (some j, a)
      simp only [tripod, assemble, mulVec, dotProduct, Matrix.of_apply, Fintype.sum_prod_type,
        Fintype.sum_option, tripodBlock, (leg_algebra u w j).1] at e
      rw [Finset.sum_eq_single j] at e
      · change ∑ b, tunnel u w j a b * v (none, b) + ∑ b, legDirac j a b * v (some j, b) = 0
        simpa using e
      · intro k _ hk
        simp [Ne.symm hk]
      · simp
    ext ⟨i, a⟩
    cases i with
    | none => simp [zeroMode, column, zeroBlock, mulVec, dotProduct, Matrix.one_apply]
    | some j =>
      -- multiply by `h_j`, which is its own inverse
      have e := congrArg (fun z => legDirac j *ᵥ z) (row j)
      simp only [mulVec_add, mulVec_mulVec, (leg_algebra u w j).2, one_mulVec, mulVec_zero] at e
      have e' := congrFun e a
      change v (some j, a) = ((-(legDirac j * tunnel u w j)) *ᵥ fun b => v (none, b)) a
      rw [neg_mulVec]
      exact eq_neg_of_add_eq_zero_right e'
  · rintro ⟨a, rfl⟩
    rw [mulVec_mulVec, (tripod_zeroMode u w 0 0).1, zero_mulVec]

/-- Projected on the zero modes, `H0 + k·σ` is the overlap matrix times a Dirac Hamiltonian
with velocity `diracVelocity u w`. -/
theorem projected_dirac (u w x y : ℝ) :
    (zeroMode u w)ᴴ * (tripod u w + momentumTerm x y) * zeroMode u w =
      ((zeroMode u w)ᴴ * zeroMode u w) * ((diracVelocity u w : ℂ) • sigmaDot x y) := by
  obtain ⟨h1, h2, h3⟩ := tripod_zeroMode u w x y
  have hD : 1 + 3 * (u ^ 2 + w ^ 2) ≠ 0 := by positivity
  have hv : (1 + 3 * (u ^ 2 + w ^ 2)) * diracVelocity u w = 1 - 3 * w ^ 2 :=
    mul_div_cancel₀ _ hD
  rw [Matrix.mul_add, Matrix.add_mul, h3, Matrix.mul_assoc, h1, Matrix.mul_zero, zero_add, h2,
    Matrix.smul_mul, Matrix.one_mul, smul_smul, ← Complex.ofReal_mul, hv]

/-- For non-zero `k`, the projected term `k·σ` vanishes exactly when `3w² = 1`. -/
theorem velocity_vanishes_iff (u w x y : ℝ) (hk : x ≠ 0 ∨ y ≠ 0) :
    (zeroMode u w)ᴴ * momentumTerm x y * zeroMode u w = 0 ↔ 3 * w ^ 2 = 1 := by
  have hs : sigmaDot x y ≠ 0 := by
    intro h
    have e : (x : ℂ) + y * I = 0 := congrFun (congrFun h 1) 0
    have er := congrArg Complex.re e
    have ei := congrArg Complex.im e
    simp at er ei
    rcases hk with hk | hk
    · exact hk er
    · exact hk ei
  rw [(tripod_zeroMode u w x y).2.2, smul_eq_zero, or_iff_left hs, Complex.ofReal_eq_zero]
  constructor <;> intro h <;> linarith

/-- For equal amplitudes, `T_j = α(1 + n_j·σ)`, the columns of `Ψ` are zero modes of `H0`, the
overlap is `1 + 6α²` and the projected momentum term is `(1 - 3α²) k·σ`. -/
theorem equal_tunnelling (α x y : ℝ) :
    tripod α α * zeroMode α α = 0 ∧
    (zeroMode α α)ᴴ * zeroMode α α = ((1 + 6 * α ^ 2 : ℝ) : ℂ) • (1 : Spin) ∧
    (zeroMode α α)ᴴ * momentumTerm x y * zeroMode α α =
      ((1 - 3 * α ^ 2 : ℝ) : ℂ) • sigmaDot x y := by
  obtain ⟨h1, h2, h3⟩ := tripod_zeroMode α α x y
  have e : 1 + 3 * (α ^ 2 + α ^ 2) = 1 + 6 * α ^ 2 := by ring
  rw [e] at h2
  exact ⟨h1, h2, h3⟩

end

end TwistedBilayerTripod
```

```lean
#print axioms TwistedBilayerTripod.tripod_kernel
#print axioms TwistedBilayerTripod.projected_dirac
#print axioms TwistedBilayerTripod.velocity_vanishes_iff
#print axioms TwistedBilayerTripod.equal_tunnelling
```

```
'TwistedBilayerTripod.tripod_kernel' depends on axioms: [propext, Classical.choice, Quot.sound]
'TwistedBilayerTripod.projected_dirac' depends on axioms: [propext, Classical.choice, Quot.sound]
'TwistedBilayerTripod.velocity_vanishes_iff' depends on axioms: [propext, Classical.choice, Quot.sound]
'TwistedBilayerTripod.equal_tunnelling' depends on axioms: [propext, Classical.choice, Quot.sound]
```

## How the theorems correspond to the model

`Site` is `Option (Fin 3)`, with `none` for the centre and `some j` for a leg. Matrix rows are labelled by pairs in `Site × Fin 2`, so a code may use any ordering of the eight basis states. `tripod u w` is H0, `momentumTerm x y` is K on all sites, and `zeroMode u w` is Ψ.

`tripod_zeroMode` states the three identities for all real u, w, x and y, and `equal_tunnelling` specialises them to u = w = α. `tripod_kernel` says that a vector is annihilated by H0 exactly when it has the form Ψa. `projected_dirac` keeps the unnormalised Ψ, so the overlap matrix multiplies the Dirac Hamiltonian on the right-hand side. `velocity_vanishes_iff` says that for k ≠ 0 the projected momentum term vanishes exactly when 3w² = 1, whatever u is; at k = 0 it vanishes for every w.

In the proof, `block_products` turns products of the large matrices into sums over sites. `star_directions` evaluates the cosines and sines and supplies the direction sums, while `leg_algebra` gives T_jᴴ = T_j and h_j² = 1. `leg_spinor` writes out h_j T_j as a 2×2 matrix. `leg_sums` then replaces the Pauli algebra by a comparison of real and imaginary parts, entry by entry: for each goal that `simp` leaves open the proof tries `ring1` and then a list of `linear_combination` steps, built from the unit lengths and the direction sums, until one closes it. `tripod_zeroMode` adds the centre's contribution, and `tripod_kernel` follows the leg-row argument above.

## Limits of the four-site truncation

The model is non-interacting, keeps only the nearest momenta, takes u and w real, and uses the same Pauli matrices in both layers. The velocity is that of the Hamiltonian projected on the zero modes. Its vanishing at w² = 1/3 is the four-site estimate of a magic angle; it does not establish a flat band across the moiré Brillouin zone, and a larger momentum cut-off can shift the value.
